# Truncating a finite Chebyshev sum of a Hermitian matrix with spectrum in [−1, 1]: the error is at most ‖ψ‖ times the discarded weight

An electron wave packet on a finite lattice is to be advanced by one time step. The evolution operator is expanded in Chebyshev polynomials of the Hamiltonian, and each further order costs another application of the Hamiltonian to a vector. The expansion is therefore stopped at some order M, and one needs to know how far the resulting state can be from the one that the longer sum would have given.

Let H be the Hamiltonian after a shift and a division by an energy, chosen so that all its eigenvalues lie in [−1, 1]. The Chebyshev polynomials are T_0(x) = 1, T_1(x) = x and T_{n+1}(x) = 2x T_n(x) − T_{n−1}(x). For complex coefficients c_n, only finitely many of them nonzero, and a state ψ, the bound is

‖Σ_n c_n T_n(H)ψ − Σ_{n≤M} c_n T_n(H)ψ‖ ≤ ‖ψ‖ Σ_{n>M} |c_n|.

It applies to tight-binding models and to any other Hamiltonian represented by a finite Hermitian matrix, interacting or not. What it compares is two finite sums. Up to a phase factor that comes from the shift, the exact propagator is exp(−iHt), where t is the time in units of ħ divided by the scaling energy. Its Chebyshev series has infinitely many terms in general, so an error estimate against the exact propagator also needs a bound on the remainder beyond the longer sum.

```lean
import Mathlib

open Polynomial Matrix
open scoped InnerProductSpace

namespace ChebyshevTruncation

noncomputable section
```

## The two expansions and the discarded weight

The longer sum is a polynomial in one variable,

s(x) = Σ_n c_n T_n(x).

In Lean the coefficients are `c : ℕ →₀ ℂ`, a finitely supported sequence, and the sum runs over the indices where c_n ≠ 0. The capital `C` is not a coefficient: `C (c n)` is the constant polynomial with value c_n.

```lean
/-- The full Chebyshev expansion `∑ c_n T_n`, as a polynomial into which a Hamiltonian can be
inserted. -/
def series (c : ℕ →₀ ℂ) : ℂ[X] :=
  ∑ n ∈ c.support, C (c n) * Polynomial.Chebyshev.T ℂ n
```

The truncated expansion keeps the orders up to and including M:

s_M(x) = Σ_{n≤M} c_n T_n(x).

```lean
/-- The truncated expansion, which keeps only the terms with `n ≤ M`. -/
def truncated (c : ℕ →₀ ℂ) (M : ℕ) : ℂ[X] :=
  ∑ n ∈ c.support with n ≤ M, C (c n) * Polynomial.Chebyshev.T ℂ n
```

The size of what is left out is measured by

ε = Σ_{n>M} |c_n|,

a real number that depends on the coefficients alone, and not on H or ψ.

```lean
/-- The total weight `∑ |c_n|` of the discarded coefficients, those with `n > M`. -/
def tailWeight (c : ℕ →₀ ℂ) (M : ℕ) : ℝ :=
  ∑ n ∈ c.support with M < n, ‖c n‖
```

## What the truncation removes

Splitting the full sum into n ≤ M and n > M and subtracting the first part gives

s(x) − s_M(x) = Σ_{n>M} c_n T_n(x).

The Lean proof makes the same split with `Finset.sum_filter_add_sum_filter_not` and cancels the common part.

```lean
/-- The full expansion minus the truncated one is the sum of the terms with `n > M`. -/
theorem series_sub_truncated (c : ℕ →₀ ℂ) (M : ℕ) :
    series c - truncated c M =
      ∑ n ∈ c.support with M < n, C (c n) * Polynomial.Chebyshev.T ℂ n := by
  have h := Finset.sum_filter_add_sum_filter_not c.support (fun n => n ≤ M)
    (fun n => C (c n) * Polynomial.Chebyshev.T ℂ n)
  simp only [not_le] at h
  rw [series, truncated, ← h, add_sub_cancel_left]
```

## The discarded polynomial on the energy interval

For x in [−1, 1] put θ = arccos x, so that x = cos θ and T_n(x) = cos(nθ). Since nθ is real, |T_n(x)| ≤ 1, and the triangle inequality gives

|s(x) − s_M(x)| ≤ Σ_{n>M} |c_n| |cos(nθ)| ≤ ε.

The identity T_n(cos θ) = cos(nθ) is taken from Mathlib in its version for complex angles. The complex cosine is unbounded, so the proof first rewrites the angle and the cosine as real numbers, and only then uses |cos| ≤ 1. The condition on x enters through `Real.cos_arccos`.

```lean
/-- At every energy `x` in `[-1, 1]` the full and truncated expansions differ by at most the
weight of the discarded coefficients. -/
theorem norm_eval_tail_le (c : ℕ →₀ ℂ) (M : ℕ) {x : ℝ} (hx : x ∈ Set.Icc (-1 : ℝ) 1) :
    ‖(series c - truncated c M).eval (x : ℂ)‖ ≤ tailWeight c M := by
  rw [series_sub_truncated, Polynomial.eval_finsetSum, tailWeight]
  refine norm_sum_le_of_le _ fun n _ => ?_
  -- with `x = cos θ` the Chebyshev polynomial is `cos (n θ)`
  have h := Polynomial.Chebyshev.T_complex_cos (Real.arccos x : ℂ) n
  have hn : ((n : ℤ) : ℂ) * (Real.arccos x : ℂ) = ((n * Real.arccos x : ℝ) : ℂ) := by
    simp
  rw [← Complex.ofReal_cos, Real.cos_arccos hx.1 hx.2, hn, ← Complex.ofReal_cos] at h
  rw [eval_mul, eval_C, h, norm_mul, Complex.norm_real, Real.norm_eq_abs]
  exact mul_le_of_le_one_right (norm_nonneg _) (Real.abs_cos_le_one _)
```

## From a bound on the spectrum to a bound on states

Let b_i be an orthonormal eigenbasis, H b_i = μ_i b_i. Then H^k b_i = μ_i^k b_i for every power k, hence p(H) b_i = p(μ_i) b_i for every polynomial p. Expanding ψ in this basis,

p(H)ψ = Σ_i ⟨b_i|ψ⟩ p(μ_i) b_i.

If |p(μ_i)| ≤ B for all i, with B ≥ 0, then

‖p(H)ψ‖² = Σ_i |⟨b_i|ψ⟩|² |p(μ_i)|² ≤ B² Σ_i |⟨b_i|ψ⟩|² = B² ‖ψ‖².

Taking square roots gives ‖p(H)ψ‖ ≤ B‖ψ‖. Degenerate eigenvalues make no difference.

In the code the state space `E` is a complex inner product space of finite dimension, `H : Module.End ℂ E` is a linear operator on it, and `H.IsSymmetric` says that ⟨Hu|v⟩ = ⟨u|Hv⟩. The expression `aeval H p` is p(H). The bound is required only at real eigenvalues, which for a Hermitian operator are all of them. The intermediate statements `expand` and `coord` are the expansion above and its amplitudes; the two norms are then written as sums of squared amplitudes and compared term by term.

```lean
variable {E : Type*} [NormedAddCommGroup E] [InnerProductSpace ℂ E]

/-- If a polynomial `p` is bounded by `B ≥ 0` at all eigenvalues of a Hermitian operator `H` on a
finite-dimensional space, then `p(H)` stretches no state by more than the factor `B`. -/
theorem norm_aeval_le [FiniteDimensional ℂ E] {H : Module.End ℂ E} (hH : H.IsSymmetric)
    (p : ℂ[X]) {B : ℝ} (hB : 0 ≤ B)
    (hp : ∀ μ : ℝ, Module.End.HasEigenvalue H (μ : ℂ) → ‖p.eval (μ : ℂ)‖ ≤ B) (ψ : E) :
    ‖aeval H p ψ‖ ≤ B * ‖ψ‖ := by
  let b := hH.eigenvectorBasis rfl
  let μ := hH.eigenvalues rfl
  have hv : ∀ i, Module.End.HasEigenvector H ((μ i : ℝ) : ℂ) (b i) :=
    fun i => hH.hasEigenvector_eigenvectorBasis rfl i
  have hb : ∀ i, aeval H p (b i) = p.eval ((μ i : ℝ) : ℂ) • b i :=
    fun i => Module.End.aeval_apply_of_hasEigenvector (hv i)
  -- in the eigenbasis each amplitude is multiplied by `p` at its eigenvalue
  have expand : aeval H p ψ = ∑ i, (⟪b i, ψ⟫_ℂ * p.eval ((μ i : ℝ) : ℂ)) • b i := by
    conv_lhs => rw [← b.sum_repr' ψ]
    simp only [map_sum, map_smul, hb, smul_smul]
  have coord : ∀ i, ⟪b i, aeval H p ψ⟫_ℂ = ⟪b i, ψ⟫_ℂ * p.eval ((μ i : ℝ) : ℂ) := by
    intro i
    rw [expand, b.orthonormal.inner_right_fintype]
  refine le_of_sq_le_sq ?_ (mul_nonneg hB (norm_nonneg ψ))
  rw [mul_pow, ← b.sum_sq_norm_inner_right (aeval H p ψ), ← b.sum_sq_norm_inner_right ψ,
    Finset.mul_sum]
  refine Finset.sum_le_sum fun i _ => ?_
  rw [coord, norm_mul, mul_pow, mul_comm]
  have := hp (μ i) (Module.End.hasEigenvalue_of_hasEigenvector (hv i))
  gcongr
```

## The truncation error of one step

Take p = s − s_M and B = ε. All eigenvalues lie in [−1, 1], where |p| ≤ ε, so

‖s(H)ψ − s_M(H)ψ‖ = ‖p(H)ψ‖ ≤ ε‖ψ‖.

The hypothesis `hspec` is the condition on the spectrum, which in practice is secured by the rescaling of the Hamiltonian. The state need not be normalised; for ‖ψ‖ = 1 the error is at most ε.

```lean
/-- Chebyshev truncation error: for a Hermitian operator on a finite-dimensional space with all
eigenvalues in `[-1, 1]`, discarding the terms with `n > M` changes `∑ c_n T_n(H) ψ` by at most
`‖ψ‖` times the sum of `|c_n|` over `n > M`. -/
theorem truncation_error [FiniteDimensional ℂ E] {H : Module.End ℂ E} (hH : H.IsSymmetric)
    (hspec : ∀ μ : ℝ, Module.End.HasEigenvalue H (μ : ℂ) → μ ∈ Set.Icc (-1 : ℝ) 1)
    (c : ℕ →₀ ℂ) (M : ℕ) (ψ : E) :
    ‖aeval H (series c) ψ - aeval H (truncated c M) ψ‖ ≤ ‖ψ‖ * tailWeight c M := by
  rw [← LinearMap.sub_apply, ← map_sub, mul_comm]
  exact norm_aeval_le hH _ (Finset.sum_nonneg fun _ _ => norm_nonneg _)
    (fun μ hμ => norm_eval_tail_le c M (hspec μ hμ)) ψ
```

The smallest nontrivial case has M = 0 and only c_0 and c_1 nonzero. The truncation then removes c_1 Hψ, and the bound reads |c_1| ‖Hψ‖ ≤ |c_1| ‖ψ‖, which expresses that no eigenvalue of H exceeds 1 in magnitude.

## The bound is attained when Hψ = ψ and the discarded coefficients share one phase

Suppose Hψ = ψ. Since T_n(1) = 1 for every n, each discarded term contributes c_n ψ. If in addition the discarded coefficients share one phase, c_n = |c_n| w with |w| = 1, nothing cancels:

s(H)ψ − s_M(H)ψ = Σ_{n>M} |c_n| w ψ = ε w ψ.

The norm of the right-hand side is ε‖ψ‖, so the general bound can't be improved by a constant factor below 1. The coefficients of exp(−iHt) are real for even n and imaginary for odd n. They therefore don't share one phase once a nonzero even and a nonzero odd term are both discarded, and for ψ ≠ 0 the error is then strictly smaller than the bound.

The theorem assumes neither a finite dimension nor a Hermitian H, because only the one vector ψ matters. The case ψ = 0 is treated first, since an eigenvector has to be nonzero.

```lean
/-- The bound is attained: if `H ψ = ψ` and all discarded coefficients have the same phase `w`,
the truncation error equals `‖ψ‖` times the discarded weight. -/
theorem truncation_error_sharp {H : Module.End ℂ E} {ψ : E} (hψ : H ψ = ψ)
    (c : ℕ →₀ ℂ) (M : ℕ) {w : ℂ} (hw : ‖w‖ = 1) (hc : ∀ n, M < n → c n = ‖c n‖ * w) :
    ‖aeval H (series c) ψ - aeval H (truncated c M) ψ‖ = ‖ψ‖ * tailWeight c M := by
  by_cases h0 : ψ = 0
  · simp [h0]
  have hv : Module.End.HasEigenvector H 1 ψ :=
    ⟨Module.End.mem_eigenspace_iff.mpr (by rw [hψ, one_smul]), h0⟩
  -- every Chebyshev polynomial `T_n` with `n : ℕ` equals one at the point `1`
  have hT : ∀ n : ℕ, (Polynomial.Chebyshev.T ℂ n).eval 1 = 1 := fun n => by simp
  have he : (series c - truncated c M).eval 1 = (tailWeight c M : ℂ) * w := by
    rw [series_sub_truncated, Polynomial.eval_finsetSum, tailWeight, Complex.ofReal_sum, Finset.sum_mul]
    refine Finset.sum_congr rfl fun n hn => ?_
    rw [eval_mul, eval_C, hT, mul_one]
    exact hc n (Finset.mem_filter.mp hn).2
  have hpos : 0 ≤ tailWeight c M := Finset.sum_nonneg fun _ _ => norm_nonneg _
  rw [← LinearMap.sub_apply, ← map_sub, Module.End.aeval_apply_of_hasEigenvector hv, he,
    norm_smul, norm_mul, hw, Complex.norm_real, Real.norm_of_nonneg hpos, mul_one, mul_comm]
```

## Accumulation over m steps

Write P = s(H) for the full step and Q = s_M(H) for the truncated one. Assume that P never increases a norm, ‖Pv‖ ≤ ‖v‖ for all v. This condition stands for the conservation of probability under unitary evolution. A finite Chebyshev sum that approximates exp(−iHt) is in general only nearly unitary, so the condition has to be checked for the sum in use; by the spectral bound above, |s(μ)| ≤ 1 at every eigenvalue μ is enough.

A truncated step can lengthen a vector slightly:

‖Qv‖ ≤ ‖Pv‖ + ‖Pv − Qv‖ ≤ (1 + ε)‖v‖,

and so ‖Q^m ψ‖ ≤ (1 + ε)^m ‖ψ‖. The error after m + 1 steps is the old error carried along by a full step, plus the new error of one truncated step:

P^{m+1}ψ − Q^{m+1}ψ = P(P^m ψ − Q^m ψ) + (P − Q)Q^m ψ.

If the error after m steps is at most ((1 + ε)^m − 1)‖ψ‖, then the error after m + 1 steps is at most

((1 + ε)^m − 1)‖ψ‖ + ε(1 + ε)^m ‖ψ‖ = ((1 + ε)^{m+1} − 1)‖ψ‖.

At m = 0 both sides vanish, which starts the induction. For mε much smaller than 1 the bound is close to mε‖ψ‖, so it grows linearly with the number of steps.

The three `generalize` lines replace the two operators and the discarded weight by the letters `P`, `Q` and `ε`. The statements `hQ` and `hQm` are the two growth estimates, `hs` is the splitting of the error, and `linarith` adds up the inequalities.

```lean
/-- Error after `m` steps: for `H` Hermitian on a finite-dimensional space with eigenvalues in
`[-1, 1]`, if the full step never increases a norm and the discarded weight is `ε`, then `m`
truncated steps deviate from `m` full steps by at most `((1 + ε)^m - 1) ‖ψ‖`. -/
theorem repeated_step_error [FiniteDimensional ℂ E] {H : Module.End ℂ E} (hH : H.IsSymmetric)
    (hspec : ∀ μ : ℝ, Module.End.HasEigenvalue H (μ : ℂ) → μ ∈ Set.Icc (-1 : ℝ) 1)
    (c : ℕ →₀ ℂ) (M : ℕ) (hP : ∀ v : E, ‖aeval H (series c) v‖ ≤ ‖v‖) (m : ℕ) (ψ : E) :
    ‖(aeval H (series c) ^ m) ψ - (aeval H (truncated c M) ^ m) ψ‖ ≤
      ((1 + tailWeight c M) ^ m - 1) * ‖ψ‖ := by
  have hd := truncation_error hH hspec c M
  have hε : 0 ≤ tailWeight c M := Finset.sum_nonneg fun _ _ => norm_nonneg _
  generalize aeval H (series c) = P at *
  generalize aeval H (truncated c M) = Q at *
  generalize tailWeight c M = ε at *
  -- a truncated step can increase the norm by at most the factor `1 + ε`
  have hQ : ∀ v, ‖Q v‖ ≤ (1 + ε) * ‖v‖ := fun v => by
    have h := norm_sub_le (P v) (P v - Q v)
    rw [sub_sub_cancel] at h
    linarith [hP v, hd v]
  have hQm : ∀ k : ℕ, ‖(Q ^ k) ψ‖ ≤ (1 + ε) ^ k * ‖ψ‖ := fun k => by
    induction k with
    | zero => simp
    | succ k ih =>
      rw [pow_succ' Q, Module.End.mul_apply, pow_succ' (1 + ε), mul_assoc]
      exact (hQ _).trans (mul_le_mul_of_nonneg_left ih (by linarith))
  induction m with
  | zero => simp
  | succ m ih =>
    -- old error carried by a full step, plus the new error of one truncated step
    have hs : (P ^ (m + 1)) ψ - (Q ^ (m + 1)) ψ =
        P ((P ^ m) ψ - (Q ^ m) ψ) + (P ((Q ^ m) ψ) - Q ((Q ^ m) ψ)) := by
      rw [pow_succ' P, pow_succ' Q, Module.End.mul_apply, Module.End.mul_apply, map_sub]
      abel
    rw [hs]
    have h1 := norm_add_le (P ((P ^ m) ψ - (Q ^ m) ψ)) (P ((Q ^ m) ψ) - Q ((Q ^ m) ψ))
    have h2 := hP ((P ^ m) ψ - (Q ^ m) ψ)
    have h3 := hd ((Q ^ m) ψ)
    have h4 := mul_le_mul_of_nonneg_right (hQm m) hε
    have h5 : ((1 + ε) ^ (m + 1) - 1) * ‖ψ‖ =
        ((1 + ε) ^ m - 1) * ‖ψ‖ + (1 + ε) ^ m * ‖ψ‖ * ε := by ring
    linarith
```

## Matrices acting on column vectors

In a program H is an array of numbers, called `A` in the code, and ψ is a column of amplitudes. Let L be the operator that A represents, Lψ = Aψ. Then L^k ψ = A^k ψ by induction on k, and taking linear combinations gives

p(L)ψ = p(A)ψ

for every polynomial p. The Lean proof follows the same order, first powers (`hpow`), then sums and monomials. The operator L is `toEuclideanLin A`, and `*ᵥ` multiplies a matrix by a column. The wrapper `WithLp.toLp 2` marks a column as a vector with the Euclidean norm, (Σ_i |ψ_i|²)^{1/2}; a bare function `ι → ℂ` would carry the maximum norm in Mathlib.

```lean
variable {ι : Type*} [Fintype ι] [DecidableEq ι]

/-- A polynomial of a matrix acts on column vectors as the same polynomial of the operator that
the matrix represents. -/
theorem aeval_toEuclideanLin (A : Matrix ι ι ℂ) (p : ℂ[X]) (ψ : ι → ℂ) :
    aeval (R := ℂ) (A := Module.End ℂ (EuclideanSpace ℂ ι)) (toEuclideanLin A) p
      (WithLp.toLp 2 ψ) = WithLp.toLp 2 (aeval A p *ᵥ ψ) := by
  let L : Module.End ℂ (EuclideanSpace ℂ ι) := toEuclideanLin A
  change aeval L p (WithLp.toLp 2 ψ) = _
  have hpow : ∀ k : ℕ, (L ^ k) (WithLp.toLp 2 ψ) = WithLp.toLp 2 ((A ^ k) *ᵥ ψ) := fun k => by
    induction k with
    | zero => simp
    | succ k ih =>
      rw [pow_succ' L, Module.End.mul_apply, ih, pow_succ' A, ← Matrix.mulVec_mulVec]
      rfl
  induction p using Polynomial.induction_on' with
  | add p q hp hq =>
    rw [map_add, map_add, LinearMap.add_apply, hp, hq, Matrix.add_mulVec, WithLp.toLp_add]
  | monomial k a =>
    rw [aeval_monomial, aeval_monomial, ← Algebra.smul_def, ← Algebra.smul_def,
      LinearMap.smul_apply, hpow, Matrix.smul_mulVec, WithLp.toLp_smul]
```

The operator bound now carries over:

‖s(A)ψ − s_M(A)ψ‖ ≤ ‖ψ‖ Σ_{n>M} |c_n|.

Here `hA` says that A equals its conjugate transpose, and `hspec` states the spectral condition in elementary terms: whenever Av = μv with v ≠ 0 and μ real, μ lies in [−1, 1]. The proof rewrites both matrix polynomials as operator polynomials, applies `truncation_error`, and turns each eigenvector of the operator back into a nonzero column to which `hspec` applies.

```lean
/-- Matrix form of the truncation error: for a Hermitian matrix with all eigenvalues in `[-1, 1]`,
the Euclidean error is at most the norm of `ψ` times the sum of `|c_n|` over `n > M`. -/
theorem matrix_truncation_error {A : Matrix ι ι ℂ} (hA : A.IsHermitian)
    (hspec : ∀ (μ : ℝ) (v : ι → ℂ), v ≠ 0 → A *ᵥ v = (μ : ℂ) • v → μ ∈ Set.Icc (-1 : ℝ) 1)
    (c : ℕ →₀ ℂ) (M : ℕ) (ψ : ι → ℂ) :
    ‖WithLp.toLp 2 (aeval A (series c) *ᵥ ψ - aeval A (truncated c M) *ᵥ ψ)‖ ≤
      ‖WithLp.toLp 2 ψ‖ * tailWeight c M := by
  rw [WithLp.toLp_sub, ← aeval_toEuclideanLin, ← aeval_toEuclideanLin]
  refine truncation_error (isSymmetric_toEuclideanLin_iff.mpr hA) (fun μ hμ => ?_) c M _
  obtain ⟨v, hv⟩ := hμ.exists_hasEigenvector
  refine hspec μ v.ofLp (fun h0 => hv.2 ?_) (congrArg WithLp.ofLp hv.apply_eq_smul)
  ext i
  exact congrFun h0 i

end

end ChebyshevTruncation
```

```lean
#print axioms ChebyshevTruncation.truncation_error_sharp
#print axioms ChebyshevTruncation.repeated_step_error
#print axioms ChebyshevTruncation.matrix_truncation_error
```

```
'ChebyshevTruncation.truncation_error_sharp' depends on axioms: [propext, Classical.choice, Quot.sound]
'ChebyshevTruncation.repeated_step_error' depends on axioms: [propext, Classical.choice, Quot.sound]
'ChebyshevTruncation.matrix_truncation_error' depends on axioms: [propext, Classical.choice, Quot.sound]
```
